# For a nonzero wave vector, the Dirac bracket of a Coulomb-gauge Fourier amplitude with its conjugate momentum is the transverse projector

Q: Take the free electromagnetic field in Coulomb gauge. The vector potential and its conjugate momentum must both be transverse to the wave vector, yet the canonical bracket \(\delta_{ij}\) ignores this. Before I believe any repair, what are your variables?

A: One real Fourier amplitude, say the cosine coefficient. Its vector potential has components \(q_i\) and its conjugate momentum has components \(p_i\), normalised so that \(\{q_i,p_j\}=\delta_{ij}\) before constraints. The label \(i\) runs over a finite set `ι` with \(n\) elements; physical space has \(n=3\).

```lean
import Mathlib

open Matrix

namespace TransverseDiracBracket

noncomputable section

/-- The canonical phase space of pairs `(q, p)`, with components labelled by `ι`. -/
abbrev Phase (ι : Type*) := (ι → ℝ) × (ι → ℝ)
```

Q: Then `position` is not where anything is?

A: No. `position i` is the field amplitude \(q_i\), and `momentum i` is its canonical conjugate \(p_i\), not the photon momentum \(\hbar k\).

```lean
/-- The coordinate `q_i` as an observable. -/
def position {ι : Type*} (i : ι) : Phase ι → ℝ := fun x => x.1 i

/-- The momentum `p_i` as an observable. -/
def momentum {ι : Type*} (i : ι) : Phase ι → ℝ := fun x => x.2 i
```

Almost everything below concerns linear observables \(a\cdot q+b\cdot p\), with constant real vectors \(a\) and \(b\).

```lean
variable {ι : Type*} [Fintype ι]

/-- The linear observable `a·q + b·p`. -/
def linear (a b : ι → ℝ) : Phase ι → ℝ := fun x => a ⬝ᵥ x.1 + b ⬝ᵥ x.2
```

Q: And the constraints? You could postulate anything there.

A: They are postulated, but each has a source. For a wave vector \(k\), \(\varphi_0=k\cdot q=0\) is the Coulomb gauge condition, and \(\varphi_1=k\cdot p=0\) is Gauss's law without charges. Both are linear, with coefficient pairs \((k,0)\) and \((0,k)\), which is what the short theorem records.

```lean
/-- The two transversality constraints `k·q` and `k·p` of a Fourier mode with wave vector `k`. -/
def transversality (k : ι → ℝ) : Fin 2 → Phase ι → ℝ :=
  ![fun x => k ⬝ᵥ x.1, fun x => k ⬝ᵥ x.2]

/-- The transversality constraints are linear observables. -/
theorem transversality_eq (k : ι → ℝ) :
    transversality k = ![linear k 0, linear 0 k] := by
  funext a x
  fin_cases a <;> simp [transversality, linear]
```

Q: Is the Poisson bracket the real one, or a table of values for coordinates?

A: It is built from derivatives. `dq` and `dp` are partial derivatives, not differentials: each differentiates along one coordinate line at the phase-space point \(x\). The sign convention is
\[
\{f,g\}=\sum_i\left(\frac{\partial f}{\partial q_i}\frac{\partial g}{\partial p_i}-\frac{\partial f}{\partial p_i}\frac{\partial g}{\partial q_i}\right).
\]

```lean
variable [DecidableEq ι]

/-- The partial derivative `∂f/∂q_i` at `x`, for observables that possess it. -/
def dq (f : Phase ι → ℝ) (x : Phase ι) (i : ι) : ℝ :=
  deriv (fun t : ℝ => f (x.1 + t • (Pi.single i 1 : ι → ℝ), x.2)) 0

/-- The partial derivative `∂f/∂p_i` at `x`, for observables that possess it. -/
def dp (f : Phase ι → ℝ) (x : Phase ι) (i : ι) : ℝ :=
  deriv (fun t : ℝ => f (x.1, x.2 + t • (Pi.single i 1 : ι → ℝ))) 0

/-- The Poisson bracket `{f, g}` at the phase-space point `x`, for differentiable observables. -/
def poisson (f g : Phase ι → ℝ) (x : Phase ι) : ℝ :=
  ∑ i, (dq f x i * dp g x i - dp f x i * dq g x i)
```

With \(C_{ab}=\{\varphi_a,\varphi_b\}\), where the subscripts \(a\) and \(b\) number the constraints and are not the vectors above, the Dirac bracket is
\[
\{f,g\}_D=\{f,g\}-\sum_{a,b}\{f,\varphi_a\}(C^{-1})_{ab}\{\varphi_b,g\}.
\]

```lean
/-- The matrix of Poisson brackets `{φ_a, φ_b}` of a family of constraints. -/
def constraintMatrix {κ : Type*} (φ : κ → Phase ι → ℝ) (x : Phase ι) : Matrix κ κ ℝ :=
  Matrix.of fun a b => poisson (φ a) (φ b) x

/-- The Dirac bracket `{f, g} - ∑ {f, φ_a} (C⁻¹)_ab {φ_b, g}`, for differentiable observables
and at points where the constraint matrix `C` is invertible. -/
def diracBracket {κ : Type*} [Fintype κ] [DecidableEq κ] (φ : κ → Phase ι → ℝ)
    (f g : Phase ι → ℝ) (x : Phase ι) : ℝ :=
  poisson f g x -
    ∑ a, ∑ b, poisson f (φ a) x * (constraintMatrix φ x)⁻¹ a b * poisson (φ b) g x
```

Q: Why should that combination respect the constraints?

A: The Poisson bracket doesn't: \(\{k\cdot q,p_j\}=k_j\), although \(k\cdot q\) is supposed to be zero. For the Dirac bracket, put \(f=\varphi_c\). The correction becomes
\[
\sum_{a,b}C_{ca}(C^{-1})_{ab}\{\varphi_b,g\}=\sum_b\delta_{cb}\{\varphi_b,g\}=\{\varphi_c,g\},
\]
which cancels the first term. This works for any finite family of constraints at a point where \(C\) is invertible. The Lean proof exchanges the two sums so that the product \(CC^{-1}\) appears, then replaces it by the identity.

```lean
/-- Where the constraint matrix is invertible, the Dirac bracket of a constraint with any
observable vanishes. -/
theorem diracBracket_constraint {κ : Type*} [Fintype κ] [DecidableEq κ]
    (φ : κ → Phase ι → ℝ) (x : Phase ι) (h : IsUnit (constraintMatrix φ x))
    (c : κ) (g : Phase ι → ℝ) : diracBracket φ (φ c) g x = 0 := by
  have hC : constraintMatrix φ x * (constraintMatrix φ x)⁻¹ = 1 :=
    Matrix.mul_nonsing_inv _ ((Matrix.isUnit_iff_isUnit_det _).1 h)
  -- the correction term contains `C * C⁻¹` and reproduces the Poisson bracket
  have key : ∑ a, ∑ b, poisson (φ c) (φ a) x * (constraintMatrix φ x)⁻¹ a b *
      poisson (φ b) g x = poisson (φ c) g x := by
    rw [Finset.sum_comm]
    calc _ = ∑ b, (constraintMatrix φ x * (constraintMatrix φ x)⁻¹) c b *
          poisson (φ b) g x := by
          refine Finset.sum_congr rfl fun b _ => ?_
          rw [Matrix.mul_apply, Finset.sum_mul]
          rfl
      _ = _ := by
          rw [hC]
          simp [Matrix.one_apply]
  rw [diracBracket, key, sub_self]
```

Q: Now the transverse mode. Show me the brackets explicitly.

A: The derivatives of \(a\cdot q+b\cdot p\) with respect to \(q_i\) and \(p_i\) are \(a_i\) and \(b_i\). In Lean, the observable restricted to a coordinate line is \(t\,a_i\) or \(t\,b_i\) plus a constant, and that is differentiated at \(t=0\).

```lean
/-- The partial derivatives of `a·q + b·p` are the components of `a` and `b`. -/
theorem partial_linear (a b : ι → ℝ) (x : Phase ι) (i : ι) :
    dq (linear a b) x i = a i ∧ dp (linear a b) x i = b i := by
  constructor
  · have h : (fun t : ℝ => linear a b (x.1 + t • (Pi.single i 1 : ι → ℝ), x.2)) =
        fun t => t * a i + linear a b x := by
      funext t
      simp only [linear, dotProduct_add, dotProduct_smul, dotProduct_single, smul_eq_mul]
      ring
    rw [dq, h]
    exact ((hasDerivAt_mul_const (a i)).add_const (linear a b x)).deriv
  · have h : (fun t : ℝ => linear a b (x.1, x.2 + t • (Pi.single i 1 : ι → ℝ))) =
        fun t => t * b i + linear a b x := by
      funext t
      simp only [linear, dotProduct_add, dotProduct_smul, dotProduct_single, smul_eq_mul]
      ring
    rw [dp, h]
    exact ((hasDerivAt_mul_const (b i)).add_const (linear a b x)).deriv
```

Inserting these derivatives gives
\[
\{a\cdot q+b\cdot p,\;c\cdot q+d\cdot p\}=\sum_i(a_id_i-b_ic_i)=a\cdot d-b\cdot c .
\]

```lean
/-- The Poisson bracket of `a·q + b·p` with `c·q + d·p` is the number `a·d - b·c`. -/
theorem poisson_linear (a b c d : ι → ℝ) (x : Phase ι) :
    poisson (linear a b) (linear c d) x = a ⬝ᵥ d - b ⬝ᵥ c := by
  simp only [poisson, (partial_linear _ _ _ _).1, (partial_linear _ _ _ _).2,
    dotProduct, Finset.sum_sub_distrib]
```

For the constraints, write \(s=k\cdot k\), the squared Euclidean norm. Then \(\{\varphi_0,\varphi_1\}=s\), \(\{\varphi_1,\varphi_0\}=-s\), and the diagonal entries vanish:
\[
C=\begin{pmatrix}0&s\\-s&0\end{pmatrix}.
\]
Lean checks the four entries one by one.

```lean
/-- The bracket matrix of the constraints `k·q` and `k·p` is antisymmetric with off-diagonal
entries `±k·k`. -/
theorem constraintMatrix_transversality (k : ι → ℝ) (x : Phase ι) :
    constraintMatrix (transversality k) x = !![0, k ⬝ᵥ k; -(k ⬝ᵥ k), 0] := by
  ext a b
  fin_cases a <;> fin_cases b <;>
    simp [constraintMatrix, transversality_eq, poisson_linear]
```

Q: When can you invert it?

A: Its determinant is \(s^2\). Since \(s\) is a sum of real squares, it vanishes only for \(k=0\). So \(C\) is invertible exactly when \(k\neq0\), at every phase-space point. For \(k=0\) both constraints read \(0=0\) and there is nothing to project out.

```lean
/-- The bracket matrix of the transversality constraints is invertible exactly when the wave
vector is nonzero. -/
theorem isUnit_constraintMatrix_iff (k : ι → ℝ) (x : Phase ι) :
    IsUnit (constraintMatrix (transversality k) x) ↔ k ≠ 0 := by
  rw [Matrix.isUnit_iff_isUnit_det, constraintMatrix_transversality, Matrix.det_fin_two_of,
    isUnit_iff_ne_zero]
  simp [dotProduct_self_eq_zero]
```

Q: And the result for the coordinates?

A: For \(k\neq0\) the inverse is
\[
C^{-1}=\begin{pmatrix}0&-1/s\\1/s&0\end{pmatrix},
\]
so that
\[
\{f,g\}_D=\{f,g\}+\frac{\{f,\varphi_0\}\{\varphi_1,g\}-\{f,\varphi_1\}\{\varphi_0,g\}}{s}.
\]
The brackets needed are \(\{q_i,\varphi_0\}=0\), \(\{q_i,\varphi_1\}=k_i\), \(\{\varphi_0,p_j\}=k_j\) and \(\{\varphi_1,p_j\}=0\). Hence
\[
\{q_i,p_j\}_D=\delta_{ij}-\frac{k_ik_j}{k\cdot k}.
\]
For two \(q\)'s, \(\{q_i,\varphi_0\}\) and \(\{\varphi_0,q_j\}\) vanish, so both correction terms do. For two \(p\)'s, \(\{\varphi_1,p_j\}\) and \(\{p_i,\varphi_1\}\) do the same. The Poisson brackets \(\{q_i,q_j\}\) and \(\{p_i,p_j\}\) are zero already, so
\[
\{q_i,q_j\}_D=\{p_i,p_j\}_D=0 .
\]

The theorem states invertibility and these three families of brackets together, for every nonzero `k`, every point `x` and all indices. In its proof, `hinv` verifies the inverse by multiplication. Then `key` gives the Dirac bracket of two general linear observables,
\[
a\cdot d-b\cdot c-\frac{(a\cdot k)(k\cdot d)-(b\cdot k)(k\cdot c)}{k\cdot k},
\]
and `hq` and `hp` write each coordinate as a linear observable with a unit vector as coefficient. The last lines substitute these, treating \(i=j\) and \(i\neq j\) separately for the mixed bracket.

```lean
/-- For a nonzero wave vector `k`, the constraint matrix is invertible and the Dirac brackets are
`{q_i, p_j} = δ_ij - k_i k_j / (k·k)`, `{q_i, q_j} = 0` and `{p_i, p_j} = 0`. -/
theorem transverse_dirac_brackets {k : ι → ℝ} (hk : k ≠ 0) (x : Phase ι) :
    IsUnit (constraintMatrix (transversality k) x) ∧
    (∀ i j, diracBracket (transversality k) (position i) (momentum j) x =
      (if i = j then 1 else 0) - k i * k j / (k ⬝ᵥ k)) ∧
    (∀ i j, diracBracket (transversality k) (position i) (position j) x = 0) ∧
    (∀ i j, diracBracket (transversality k) (momentum i) (momentum j) x = 0) := by
  have hs : k ⬝ᵥ k ≠ 0 := fun h => hk (dotProduct_self_eq_zero.1 h)
  -- the explicit inverse of the constraint matrix
  have hinv : constraintMatrix (transversality k) x *
      !![0, -(k ⬝ᵥ k)⁻¹; (k ⬝ᵥ k)⁻¹, 0] = 1 := by
    rw [constraintMatrix_transversality, Matrix.mul_fin_two, Matrix.one_fin_two]
    simp [hs]
  -- the Dirac bracket of two linear observables
  have key : ∀ a b c d : ι → ℝ,
      diracBracket (transversality k) (linear a b) (linear c d) x =
        a ⬝ᵥ d - b ⬝ᵥ c - ((a ⬝ᵥ k) * (k ⬝ᵥ d) - (b ⬝ᵥ k) * (k ⬝ᵥ c)) / (k ⬝ᵥ k) := by
    intro a b c d
    rw [diracBracket, Matrix.inv_eq_right_inv hinv]
    simp [transversality_eq, Fin.sum_univ_two, poisson_linear]
    ring
  have hq : ∀ i : ι, position i = linear (Pi.single i 1) 0 := by
    intro i
    funext y
    simp [position, linear]
  have hp : ∀ i : ι, momentum i = linear 0 (Pi.single i 1) := by
    intro i
    funext y
    simp [momentum, linear]
  refine ⟨(isUnit_constraintMatrix_iff k x).2 hk, fun i j => ?_, fun i j => ?_, fun i j => ?_⟩
  · rw [hq, hp, key]
    by_cases h : i = j
    · subst h
      simp
    · simp [h, Ne.symm h]
  · rw [hq, hq, key]
    simp
  · rw [hp, hp, key]
    simp
```

Q: Does it count polarisations correctly?

A: Yes, through the trace:
\[
\sum_i\{q_i,p_i\}_D=\sum_i\left(1-\frac{k_i^2}{k\cdot k}\right)=n-1 .
\]
That is two for \(n=3\), and zero for \(n=1\), where no transverse direction exists. Lean sums the second term to one, using \(k\cdot k\neq0\), and the first to the number of elements of `ι`.

```lean
/-- For a nonzero wave vector, the Dirac brackets `{q_i, p_i}` summed over all `n` components
give `n - 1`. -/
theorem sum_dirac_brackets {k : ι → ℝ} (hk : k ≠ 0) (x : Phase ι) :
    ∑ i, diracBracket (transversality k) (position i) (momentum i) x =
      (Fintype.card ι : ℝ) - 1 := by
  have hs : k ⬝ᵥ k ≠ 0 := fun h => hk (dotProduct_self_eq_zero.1 h)
  have h1 : ∑ i, k i * k i / (k ⬝ᵥ k) = 1 := by
    rw [← Finset.sum_div]
    exact div_self hs
  have h2 : ∀ i, diracBracket (transversality k) (position i) (momentum i) x =
      1 - k i * k i / (k ⬝ᵥ k) := fun i => by
    rw [(transverse_dirac_brackets hk x).2.1 i i, if_pos rfl]
  simp only [h2, Finset.sum_sub_distrib, h1]
  simp

end

end TransverseDiracBracket
```

```lean
#print axioms TransverseDiracBracket.diracBracket_constraint
-- 'TransverseDiracBracket.diracBracket_constraint' depends on axioms: [propext, Classical.choice, Quot.sound]
#print axioms TransverseDiracBracket.transverse_dirac_brackets
-- 'TransverseDiracBracket.transverse_dirac_brackets' depends on axioms: [propext, Classical.choice, Quot.sound]
#print axioms TransverseDiracBracket.sum_dirac_brackets
-- 'TransverseDiracBracket.sum_dirac_brackets' depends on axioms: [propext, Classical.choice, Quot.sound]
```

Q: So have you quantised the photon field?

A: No. This is the classical bracket of a single free, real mode. In Coulomb-gauge quantum electrodynamics it supplies the projector that appears in the transverse commutator of that mode. Passing from this bracket to operator commutators for the whole field is a further step, which the hypotheses leave open.
